# The exponentially damped time integral of a cosine correlation function is a Lorentzian in its frequency

If a correlation function oscillates as cos(wt) and is damped by the factor exp(−et), its integral over all positive times is e/(e² + w²), a Lorentzian in w of half-width e. The theorem `dampedRate_cos` states this for every real w and every e > 0. The correlation function is simply given as a cosine, with no Hamiltonian or quantum state behind it, and the integral carries no physical prefactor. The attempt writes down an explicit antiderivative and evaluates it at zero and at infinity, for which it must show that the antiderivative vanishes at long times.

Lean 4 with Mathlib refuses this proof:

```lean
import Mathlib

open MeasureTheory Filter Set
open scoped Real Topology

namespace DampedRateCos

noncomputable section

/-- The time integral of a correlation function over `t > 0` with damping `exp(-et)`. -/
def dampedRate (e : ℝ) (C : ℝ → ℝ) : ℝ := ∫ t in Ioi (0 : ℝ), Real.exp (-e * t) * C t

/-- For damping `e > 0`, an oscillation of frequency `w` has the Lorentzian `e/(e² + w²)`
as its damped time integral. -/
theorem dampedRate_cos {e : ℝ} (he : 0 < e) (w : ℝ) :
    dampedRate e (fun t => Real.cos (w * t)) = e / (e ^ 2 + w ^ 2) := by
  have hD : 0 < e ^ 2 + w ^ 2 := by positivity
  have hD' := hD.ne'
  have hderiv : ∀ t ∈ Ici (0 : ℝ), HasDerivAt (fun t : ℝ => Real.exp (-e * t) *
      ((w * Real.sin (w * t) - e * Real.cos (w * t)) / (e ^ 2 + w ^ 2)))
      (Real.exp (-e * t) * Real.cos (w * t)) t := by
    intro t _
    have h1 : HasDerivAt (fun t : ℝ => -e * t) (-e) t := by
      simpa using (hasDerivAt_id' t).const_mul (-e)
    have h2 : HasDerivAt (fun t : ℝ => w * t) w t := by
      simpa using (hasDerivAt_id' t).const_mul w
    have h := h1.exp.fun_mul
      (((h2.sin.const_mul w).fun_sub (h2.cos.const_mul e)).div_const (e ^ 2 + w ^ 2))
    exact h.congr_deriv (by field_simp; ring)
  have hint : IntegrableOn (fun t : ℝ => Real.exp (-e * t) * Real.cos (w * t)) (Ioi 0) := by
    refine Integrable.mono (exp_neg_integrableOn_Ioi 0 he)
      (Continuous.aestronglyMeasurable (by fun_prop)) (Eventually.of_forall fun t => ?_)
    rw [norm_mul]
    exact mul_le_of_le_one_right (norm_nonneg _) (Real.abs_cos_le_one _)
  have hexp : Tendsto (fun t : ℝ => Real.exp (-e * t)) atTop (𝓝 0) :=
    Real.tendsto_exp_atBot.comp
      (Filter.Tendsto.const_mul_atTop_of_neg (neg_lt_zero.2 he) tendsto_id)
  -- the antiderivative dies out at long times
  have hlim : Tendsto (fun t : ℝ => Real.exp (-e * t) *
      ((w * Real.sin (w * t) - e * Real.cos (w * t)) / (e ^ 2 + w ^ 2))) atTop (𝓝 0) := by
    refine squeeze_zero_norm (fun t => ?_)
      (by simpa using hexp.mul_const ((|w| + e) / (e ^ 2 + w ^ 2)))
    have hs : |w * Real.sin (w * t)| ≤ |w| := by
      rw [abs_mul]
      exact mul_le_of_le_one_right (abs_nonneg _) (Real.abs_sin_le_one _)
    have hc : |e * Real.cos (w * t)| ≤ e := by
      rw [abs_mul, abs_of_pos he]
      exact mul_le_of_le_one_right he.le (Real.abs_cos_le_one _)
    have hn : |w * Real.sin (w * t) - e * Real.cos (w * t)| ≤ |w| + e := by
      have h1 := abs_le.1 hs
      have h2 := abs_le.1 hc
      exact abs_le.2 ⟨by linarith [h1.1, h2.2], by linarith [h1.2, h2.1]⟩
    rw [norm_mul, Real.norm_eq_abs, Real.norm_eq_abs, Real.abs_exp, abs_div, abs_of_pos hD]
    exact mul_le_mul_of_nonneg_left (div_le_div_of_nonneg_right hn hD.le) (Real.exp_pos _).le
  rw [dampedRate, integral_Ioi_of_hasDerivAt_of_tendsto' hderiv hint hlim]
  simp only [mul_zero, Real.exp_zero, Real.sin_zero, Real.cos_zero]
  ring

end

end DampedRateCos
```

The error:

```
Main.lean:54:4: error: Type mismatch
  mul_le_mul_of_nonneg_left (div_le_div_of_nonneg_right hn (LT.lt.le hD)) (LT.lt.le (Real.exp_pos ?m.940))
has type
  rexp ?m.940 * (|w * Real.sin (w * t) - e * Real.cos (w * t)| / (e ^ 2 + w ^ 2)) ≤
    rexp ?m.940 * ((|w| + e) / (e ^ 2 + w ^ 2))
but is expected to have type
  rexp (-e * t) * (|w * Real.sin (w * t) - e * Real.cos (w * t)| / (e ^ 2 + w ^ 2)) ≤
    rexp (-(e * t)) * ((|w| + e) / (e ^ 2 + w ^ 2))
```

The error is in the proof of that long-time limit. `squeeze_zero_norm` needs a bounding function that tends to zero, and the attempt never writes this function out, so Lean takes it from the `simpa` that proves its limit. But `simpa` first simplifies, turning `-e * t` into `-(e * t)`, and the inequality left to prove has one form on the left and the other on the right. `mul_le_mul_of_nonneg_left` wants the same factor on both sides. The two exponentials are equal, but Lean does not identify them here without a rewrite.

The repair drops the antiderivative, and the squeeze with it. It writes the integrand as the real part of exp((−e + iw)t), and Mathlib's `integral_exp_mul_complex_Ioi` gives the integral of that exponential, since −e is negative. The form of the exponent now does no harm, because `simp` works on both sides of the identity between the integrands. The closing `simp only` and `ring` take the real part of −1/(−e + iw), which is e/(e² + w²). The message faults only the one step, so the new route replaces more than had failed.

The change, after which it compiles:

```diff
@@ -15,44 +15,15 @@
 theorem dampedRate_cos {e : ℝ} (he : 0 < e) (w : ℝ) :
     dampedRate e (fun t => Real.cos (w * t)) = e / (e ^ 2 + w ^ 2) := by
-  have hD : 0 < e ^ 2 + w ^ 2 := by positivity
-  have hD' := hD.ne'
-  have hderiv : ∀ t ∈ Ici (0 : ℝ), HasDerivAt (fun t : ℝ => Real.exp (-e * t) *
-      ((w * Real.sin (w * t) - e * Real.cos (w * t)) / (e ^ 2 + w ^ 2)))
-      (Real.exp (-e * t) * Real.cos (w * t)) t := by
-    intro t _
-    have h1 : HasDerivAt (fun t : ℝ => -e * t) (-e) t := by
-      simpa using (hasDerivAt_id' t).const_mul (-e)
-    have h2 : HasDerivAt (fun t : ℝ => w * t) w t := by
-      simpa using (hasDerivAt_id' t).const_mul w
-    have h := h1.exp.fun_mul
-      (((h2.sin.const_mul w).fun_sub (h2.cos.const_mul e)).div_const (e ^ 2 + w ^ 2))
-    exact h.congr_deriv (by field_simp; ring)
-  have hint : IntegrableOn (fun t : ℝ => Real.exp (-e * t) * Real.cos (w * t)) (Ioi 0) := by
-    refine Integrable.mono (exp_neg_integrableOn_Ioi 0 he)
-      (Continuous.aestronglyMeasurable (by fun_prop)) (Eventually.of_forall fun t => ?_)
-    rw [norm_mul]
-    exact mul_le_of_le_one_right (norm_nonneg _) (Real.abs_cos_le_one _)
-  have hexp : Tendsto (fun t : ℝ => Real.exp (-e * t)) atTop (𝓝 0) :=
-    Real.tendsto_exp_atBot.comp
-      (Filter.Tendsto.const_mul_atTop_of_neg (neg_lt_zero.2 he) tendsto_id)
-  -- the antiderivative dies out at long times
-  have hlim : Tendsto (fun t : ℝ => Real.exp (-e * t) *
-      ((w * Real.sin (w * t) - e * Real.cos (w * t)) / (e ^ 2 + w ^ 2))) atTop (𝓝 0) := by
-    refine squeeze_zero_norm (fun t => ?_)
-      (by simpa using hexp.mul_const ((|w| + e) / (e ^ 2 + w ^ 2)))
-    have hs : |w * Real.sin (w * t)| ≤ |w| := by
-      rw [abs_mul]
-      exact mul_le_of_le_one_right (abs_nonneg _) (Real.abs_sin_le_one _)
-    have hc : |e * Real.cos (w * t)| ≤ e := by
-      rw [abs_mul, abs_of_pos he]
-      exact mul_le_of_le_one_right he.le (Real.abs_cos_le_one _)
-    have hn : |w * Real.sin (w * t) - e * Real.cos (w * t)| ≤ |w| + e := by
-      have h1 := abs_le.1 hs
-      have h2 := abs_le.1 hc
-      exact abs_le.2 ⟨by linarith [h1.1, h2.2], by linarith [h1.2, h2.1]⟩
-    rw [norm_mul, Real.norm_eq_abs, Real.norm_eq_abs, Real.abs_exp, abs_div, abs_of_pos hD]
-    exact mul_le_mul_of_nonneg_left (div_le_div_of_nonneg_right hn hD.le) (Real.exp_pos _).le
-  rw [dampedRate, integral_Ioi_of_hasDerivAt_of_tendsto' hderiv hint hlim]
-  simp only [mul_zero, Real.exp_zero, Real.sin_zero, Real.cos_zero]
+  have ha : (⟨-e, w⟩ : ℂ).re < 0 := neg_lt_zero.2 he
+  -- the integrand is the real part of a decaying complex exponential
+  have h : ∫ t in Ioi (0 : ℝ), Real.exp (-e * t) * Real.cos (w * t)
+      = (∫ t in Ioi (0 : ℝ), Complex.exp ((⟨-e, w⟩ : ℂ) * t)).re := by
+    refine Eq.trans ?_ (integral_re (integrableOn_exp_mul_complex_Ioi ha 0))
+    refine integral_congr_ae (Eventually.of_forall fun t => ?_)
+    show Real.exp (-e * t) * Real.cos (w * t) = (Complex.exp ((⟨-e, w⟩ : ℂ) * t)).re
+    simp [Complex.exp_re]
+  rw [dampedRate, h, integral_exp_mul_complex_Ioi ha]
+  simp only [Complex.ofReal_zero, mul_zero, Complex.exp_zero, Complex.div_re, Complex.neg_re,
+    Complex.one_re, Complex.neg_im, Complex.one_im, Complex.normSq_apply]
   ring
 
```
